# The generalized Einstein relation for finitely many levels with Fermi occupations, with $n/n' > kT$

Electrons in thermal equilibrium occupy a nonempty finite set of levels with energies $e_i$ and weights $g_i > 0$, where $g_i$ is the number of states per volume at $e_i$. With $\beta = 1/kT > 0$ and chemical potential $\mu$, the occupations and the density are

$$f_i = \frac{1}{1 + e^{\beta(e_i - \mu)}}, \qquad n(\mu) = \sum_i g_i f_i .$$

A prime means $d/d\mu$. A potential energy $U(x)$ raises every level to $e_i + U(x)$, while $\mu$ stays uniform; semiconductor texts call this $\mu$ the Fermi level or electrochemical potential. The particle flux is

$$J = -D\,\frac{dn}{dx} - b\,n\,\frac{dU}{dx},$$

with diffusion coefficient $D$ and mobility $b$. Here $b$ is drift velocity per unit force; the usual mobility, velocity per unit electric field, is $b$ times the magnitude of the carrier charge. The problem is to find the $D$ for which diffusion and drift cancel in equilibrium.

## The ratio $D/b$ and its bounds

The density responds to the chemical potential as

$$n' = \beta \sum_i g_i f_i (1 - f_i), \qquad 0 < n' < \beta n, \qquad \frac{n}{n'} > kT .$$

Where $dU/dx \neq 0$, the flux at uniform $\mu$ vanishes exactly when

$$D = b\,\frac{n}{n'},$$

with $n$ and $n'$ taken at the shifted levels. For $b > 0$ this $D$ exceeds the classical value $b\,kT$. If no level lies below $e_0$, there is also an upper bound,

$$\frac{n}{n'} \le kT\left(1 + e^{\beta(\mu - e_0)}\right),$$

and $n/n' \to kT$ as $\mu \to -\infty$.

## Equilibrium flux in drift-diffusion codes

In a drift-diffusion model that uses the flux law above with Fermi occupations of a finite set of levels, the equilibrium flux vanishes at a point with a force only if $D$ has this value. If the model combines Fermi statistics with $D = b\,kT$, the flux at uniform $\mu$ is

$$J = -b\,\frac{dU}{dx}\sum_i g_i f_i^2,$$

which is nonzero wherever there is a force and $b \neq 0$. The derivative $n'$ also enters the Jacobian when Newton's method is applied to the Poisson equation with this density.

In double precision, $1 - f_i$ is better computed as $1/(1 + e^{-\beta(e_i - \mu)})$ than by subtraction, which loses digits when $f_i$ is close to one. At very low filling the computed ratio may round to $kT$ itself, so a runtime check of the lower bound should allow a tolerance.

## From one occupation to the balance of fluxes

Write $E_i = e^{\beta(e_i - \mu)}$. Then $f_i = 1/(1 + E_i)$ and $1 - f_i = E_i/(1 + E_i)$. Since $dE_i/d\mu = -\beta E_i$,

$$\frac{df_i}{d\mu} = \frac{\beta E_i}{(1 + E_i)^2} = \beta f_i(1 - f_i).$$

Multiplying by $g_i$ and summing gives $n'$.

Because $E_i > 0$, each $f_i$ lies strictly between 0 and 1, so $0 < g_i f_i(1 - f_i) < g_i f_i$. Summing over at least one level and multiplying by $\beta$ gives $0 < n' < \beta n$. Division by $\beta n' > 0$ gives $1/\beta < n/n'$.

For the upper bound, let $e_0 \le e_i$ for all $i$ and set $A = e^{\beta(\mu - e_0)}$. Then $A E_i = e^{\beta(e_i - e_0)} \ge 1$, so $(1 + A)E_i \ge 1 + E_i$, which means $(1 + A)(1 - f_i) \ge 1$. Multiplying by $g_i f_i$ and summing gives $n \le (1 + A)\,n'/\beta$. As $\mu \to -\infty$, $A \to 0$, and $n/n'$ is squeezed to $1/\beta$.

For the flux, $f_i$ depends only on $e_i + U(x) - \mu$. Raising the levels by $U$ therefore acts like lowering $\mu$ by $U$, and the chain rule gives $dn/dx = -n'\,dU/dx$. Hence

$$J = (D\,n' - b\,n)\,\frac{dU}{dx}.$$

With $dU/dx \neq 0$ and $n' > 0$, this is zero exactly when $D = b\,n/n'$.

## One level, and two levels in numbers

For a single level at $e_0$, $n/n' = kT/(1 - f) = kT(1 + e^{\beta(\mu - e_0)})$, so the upper bound is attained. At half filling the ratio is $2kT$.

Now take two levels with $g_1 = g_2 = 1$, $e_1 = \mu$ and $e_2 = \mu + kT\ln 3$. Then $E_1 = 1$ and $E_2 = 3$, so $f_1 = 1/2$ and $f_2 = 1/4$. This gives

$$n = \tfrac34, \qquad \frac{n'}{\beta} = \tfrac14 + \tfrac3{16} = \tfrac7{16}, \qquad \frac{n}{n'} = \tfrac{12}{7}\,kT \approx 1.71\,kT .$$

The bounds with $e_0 = e_1$ are $kT$ and $2kT$. With $D = b\,kT$, diffusion would cancel only $7/12$ of the drift flux.

## The Lean source

```lean
import Mathlib

open Filter Topology

namespace GeneralizedEinsteinRelation

noncomputable section

/-- Fermi occupation of a level of energy `e` at inverse temperature `β` and
chemical potential `μ`. -/
def fermi (β e μ : ℝ) : ℝ := 1 / (1 + Real.exp (β * (e - μ)))

variable {ι : Type*} [Fintype ι]

/-- Particle density of levels `e i` with weights `g i` at chemical potential `μ`. -/
def density (β : ℝ) (g e : ι → ℝ) (μ : ℝ) : ℝ := ∑ i, g i * fermi β (e i) μ

/-- The sum `β ∑ g f (1 - f)` over the levels, with `f` the Fermi occupation. -/
def response (β : ℝ) (g e : ι → ℝ) (μ : ℝ) : ℝ :=
  β * ∑ i, g i * fermi β (e i) μ * (1 - fermi β (e i) μ)

/-- Density at position `x` when a potential energy `U` shifts every level to
`e i + U x` and the chemical potential `μ` is uniform. -/
def localDensity (β : ℝ) (g e : ι → ℝ) (μ : ℝ) (U : ℝ → ℝ) (x : ℝ) : ℝ :=
  density β g (fun i => e i + U x) μ

/-- Drift-diffusion particle flux for diffusion coefficient `D`, mobility `b`
(drift velocity per unit force), density `n` and potential energy `U`. -/
def flux (D b : ℝ) (n U : ℝ → ℝ) (x : ℝ) : ℝ :=
  -D * deriv n x - b * n x * deriv U x

/-- A Fermi occupation lies strictly between zero and one. -/
theorem fermi_bounds (β e μ : ℝ) : 0 < fermi β e μ ∧ fermi β e μ < 1 := by
  have hE := Real.exp_pos (β * (e - μ))
  unfold fermi
  refine ⟨by positivity, ?_⟩
  rw [div_lt_one (by positivity)]
  linarith

/-- The empty fraction of a level is `E / (1 + E)` with `E = exp (β (e - μ))`. -/
theorem one_sub_fermi (β e μ : ℝ) :
    1 - fermi β e μ = Real.exp (β * (e - μ)) / (1 + Real.exp (β * (e - μ))) := by
  have hne : 1 + Real.exp (β * (e - μ)) ≠ 0 := by positivity
  rw [fermi, eq_div_iff hne, sub_mul, div_mul_cancel₀ _ hne]
  ring

/-- Raising a level by `u` has the same effect on its occupation as lowering the
chemical potential by `u`. -/
theorem fermi_shift (β e u μ : ℝ) : fermi β (e + u) μ = fermi β e (μ - u) := by
  have h : e + u - μ = e - (μ - u) := by ring
  simp only [fermi, h]

/-- The occupation `f` of a level changes with the chemical potential at the rate
`β f (1 - f)`. -/
theorem hasDerivAt_fermi (β e μ : ℝ) :
    HasDerivAt (fermi β e) (β * (fermi β e μ * (1 - fermi β e μ))) μ := by
  have hne : 1 + Real.exp (β * (e - μ)) ≠ 0 := by positivity
  have h1 : HasDerivAt (fun m => 1 + Real.exp (β * (e - m)))
      (Real.exp (β * (e - μ)) * (β * (-1))) μ :=
    ((((hasDerivAt_id' μ).const_sub e).const_mul β).exp).const_add 1
  have h2 : HasDerivAt (fun m => 1 / (1 + Real.exp (β * (e - m))))
      ((0 * (1 + Real.exp (β * (e - μ))) - 1 * (Real.exp (β * (e - μ)) * (β * (-1))))
        / (1 + Real.exp (β * (e - μ))) ^ 2) μ :=
    (hasDerivAt_const μ (1 : ℝ)).fun_div h1 hne
  change HasDerivAt (fun m => 1 / (1 + Real.exp (β * (e - m)))) _ μ
  refine h2.congr_deriv ?_
  rw [one_sub_fermi, fermi, div_mul_div_comm, ← sq, ← mul_div_assoc]
  congr 1
  ring

/-- The derivative of the density with respect to the chemical potential is
`β ∑ g f (1 - f)`. -/
theorem hasDerivAt_density (β : ℝ) (g e : ι → ℝ) (μ : ℝ) :
    HasDerivAt (density β g e) (response β g e μ) μ := by
  have h : HasDerivAt (fun m => ∑ i, g i * fermi β (e i) m)
      (∑ i, g i * (β * (fermi β (e i) μ * (1 - fermi β (e i) μ)))) μ :=
    HasDerivAt.fun_sum fun i _ => (hasDerivAt_fermi β (e i) μ).const_mul (g i)
  refine h.congr_deriv ?_
  rw [response, Finset.mul_sum]
  exact Finset.sum_congr rfl fun i _ => by ring

/-- For positive weights, positive `β` and at least one level, the density `n` has
`n' = β ∑ g f (1 - f)` with `0 < n' < β n`, and `n / n'` exceeds `kT = 1 / β`. -/
theorem density_div_deriv_gt [Nonempty ι] {β : ℝ} (hβ : 0 < β) {g : ι → ℝ}
    (hg : ∀ i, 0 < g i) (e : ι → ℝ) (μ : ℝ) :
    deriv (density β g e) μ
        = β * ∑ i, g i * fermi β (e i) μ * (1 - fermi β (e i) μ) ∧
      0 < deriv (density β g e) μ ∧
      deriv (density β g e) μ < β * density β g e μ ∧
      1 / β < density β g e μ / deriv (density β g e) μ := by
  rw [(hasDerivAt_density β g e μ).deriv]
  have hgf : ∀ i, 0 < g i * fermi β (e i) μ := fun i =>
    mul_pos (hg i) (fermi_bounds β (e i) μ).1
  have h0 : 0 < response β g e μ :=
    mul_pos hβ (Finset.sum_pos (fun i _ =>
      mul_pos (hgf i) (sub_pos.2 (fermi_bounds β (e i) μ).2)) Finset.univ_nonempty)
  -- each level contributes less than its classical value
  have h1 : response β g e μ < β * density β g e μ :=
    mul_lt_mul_of_pos_left (Finset.sum_lt_sum_of_nonempty Finset.univ_nonempty
      fun i _ => by nlinarith [mul_pos (hgf i) (fermi_bounds β (e i) μ).1]) hβ
  refine ⟨rfl, h0, h1, ?_⟩
  rw [div_lt_div_iff₀ hβ h0]
  linarith

/-- For positive weights and `β`, and at least one level, if no level lies below `e0`
then `n / n'` is at most `kT (1 + exp (β (μ - e0)))`. -/
theorem density_div_deriv_le [Nonempty ι] {β : ℝ} (hβ : 0 < β) {g : ι → ℝ}
    (hg : ∀ i, 0 < g i) {e : ι → ℝ} {e0 : ℝ} (he : ∀ i, e0 ≤ e i) (μ : ℝ) :
    density β g e μ / deriv (density β g e) μ
      ≤ (1 + Real.exp (β * (μ - e0))) / β := by
  have h0 := (density_div_deriv_gt hβ hg e μ).2.1
  rw [div_le_div_iff₀ h0 hβ, (hasDerivAt_density β g e μ).deriv]
  -- the lower bound `e0` on the energies bounds every empty fraction from below
  have hkey : ∀ i, 1 ≤ (1 + Real.exp (β * (μ - e0))) * (1 - fermi β (e i) μ) := by
    intro i
    have hX : 1 ≤ Real.exp (β * (μ - e0)) * Real.exp (β * (e i - μ)) := by
      rw [← Real.exp_add]
      apply Real.one_le_exp
      have := mul_nonneg hβ.le (sub_nonneg.2 (he i))
      linarith
    rw [one_sub_fermi, ← mul_div_assoc, le_div_iff₀ (by positivity)]
    linarith
  have hs : density β g e μ ≤ (1 + Real.exp (β * (μ - e0))) *
      ∑ i, g i * fermi β (e i) μ * (1 - fermi β (e i) μ) := by
    rw [density, Finset.mul_sum]
    refine Finset.sum_le_sum fun i _ => ?_
    have := mul_le_mul_of_nonneg_left (hkey i)
      (mul_pos (hg i) (fermi_bounds β (e i) μ).1).le
    linarith
  have := mul_le_mul_of_nonneg_left hs hβ.le
  rw [response]
  linarith

/-- For positive weights and `β`, and at least one level, `n / n'` tends to `kT` as the
chemical potential goes to minus infinity. -/
theorem tendsto_classical [Nonempty ι] {β : ℝ} (hβ : 0 < β) {g : ι → ℝ}
    (hg : ∀ i, 0 < g i) (e : ι → ℝ) :
    Tendsto (fun μ => density β g e μ / deriv (density β g e) μ) atBot (𝓝 (1 / β)) := by
  obtain ⟨i0, hi0⟩ := Finite.exists_min e
  have h1 : Tendsto (fun μ : ℝ => β * (μ - e i0)) atBot atBot :=
    Filter.Tendsto.const_mul_atBot hβ (by
      simpa only [sub_eq_add_neg, id] using
        tendsto_atBot_add_const_right atBot (-e i0) tendsto_id)
  have h2 : Tendsto (fun μ : ℝ => (1 + Real.exp (β * (μ - e i0))) / β) atBot
      (𝓝 ((1 + 0) / β)) :=
    ((Real.tendsto_exp_atBot.comp h1).const_add 1).div_const β
  rw [add_zero] at h2
  exact tendsto_of_tendsto_of_tendsto_of_le_of_le tendsto_const_nhds h2
    (fun μ => (density_div_deriv_gt hβ hg e μ).2.2.2.le)
    (fun μ => density_div_deriv_le hβ hg hi0 μ)

/-- Generalized Einstein relation: for positive weights and `β`, at least one level and a
nonzero force at `x`, the flux at uniform `μ` vanishes there exactly when `D = b n / n'`. -/
theorem flux_eq_zero_iff [Nonempty ι] {β : ℝ} (hβ : 0 < β) {g : ι → ℝ}
    (hg : ∀ i, 0 < g i) (e : ι → ℝ) (μ D b : ℝ) {U : ℝ → ℝ} {x : ℝ}
    (hF : deriv U x ≠ 0) :
    flux D b (localDensity β g e μ U) U x = 0 ↔
      D = b * (localDensity β g e μ U x /
        deriv (density β g (fun i => e i + U x)) μ) := by
  have hR := (density_div_deriv_gt hβ hg (fun i => e i + U x) μ).2.1
  have hU : HasDerivAt U (deriv U x) x :=
    (differentiableAt_of_deriv_ne_zero hF).hasDerivAt
  have hfun : localDensity β g e μ U = density β g e ∘ fun y => μ - U y := by
    funext y
    simp only [localDensity, density, fermi_shift, Function.comp_apply]
  have hresp : response β g (fun i => e i + U x) μ = response β g e (μ - U x) := by
    simp only [response, fermi_shift]
  -- chain rule for the density gradient
  have hd : deriv (localDensity β g e μ U) x
      = response β g (fun i => e i + U x) μ * -deriv U x := by
    rw [hfun, hresp]
    exact ((hasDerivAt_density β g e (μ - U x)).comp x (hU.const_sub μ)).deriv
  rw [(hasDerivAt_density β g (fun i => e i + U x) μ).deriv] at hR ⊢
  rw [flux, hd, ← mul_div_assoc, eq_div_iff hR.ne']
  constructor
  · intro h
    apply mul_right_cancel₀ hF
    linear_combination h
  · intro h
    linear_combination deriv U x * h

/-- For positive weights, `β` and mobility `b`, and at least one level, vanishing flux at
uniform `μ` and a point of nonzero force implies that `D` exceeds `b kT`. -/
theorem diffusion_gt_classical [Nonempty ι] {β : ℝ} (hβ : 0 < β) {g : ι → ℝ}
    (hg : ∀ i, 0 < g i) (e : ι → ℝ) (μ D : ℝ) {b : ℝ} (hb : 0 < b) {U : ℝ → ℝ} {x : ℝ}
    (hF : deriv U x ≠ 0) (h : flux D b (localDensity β g e μ U) U x = 0) :
    b / β < D := by
  rw [(flux_eq_zero_iff hβ hg e μ D b hF).1 h]
  calc b / β = b * (1 / β) := by ring
    _ < _ := mul_lt_mul_of_pos_left
      (density_div_deriv_gt hβ hg (fun i => e i + U x) μ).2.2.2 hb

end

end GeneralizedEinsteinRelation
```

```lean
#print axioms GeneralizedEinsteinRelation.tendsto_classical
#print axioms GeneralizedEinsteinRelation.flux_eq_zero_iff
#print axioms GeneralizedEinsteinRelation.diffusion_gt_classical
```

```
'GeneralizedEinsteinRelation.tendsto_classical' depends on axioms: [propext, Classical.choice, Quot.sound]
'GeneralizedEinsteinRelation.flux_eq_zero_iff' depends on axioms: [propext, Classical.choice, Quot.sound]
'GeneralizedEinsteinRelation.diffusion_gt_classical' depends on axioms: [propext, Classical.choice, Quot.sound]
```

## Reading the theorems as physics

The finite type `ι` labels the levels, and `g` and `e` are their weights and energies. `fermi`, `density` and `flux` are $f$, $n$ and $J$; `response` is the sum formula for $n'$. `localDensity` is the density at position `x` with every level shifted by `U x`. Temperature enters only through `β`, so $kT$ appears as `1 / β`.

`density_div_deriv_gt` states the formula for $n'$ and the three inequalities, for every real `μ`. The quantity in it is `deriv (density β g e) μ`, the derivative of the density itself. `density_div_deriv_le` and `tendsto_classical` state the upper bound and the classical limit.

`flux_eq_zero_iff` is the generalized Einstein relation at one point `x`, for any real `D` and `b`. Its hypothesis `hF` says that there is a force at `x`. Where a differentiable $U$ has zero slope, both flux terms vanish for every $D$, and equilibrium fixes nothing. No separate smoothness assumption on `U` appears, because Mathlib's `deriv` is zero at points without a derivative, so a nonzero value implies differentiability. `diffusion_gt_classical` takes `b > 0` and vanishing flux as hypotheses; the latter stands for the absence of net particle transport in equilibrium.

The flux law is taken as given, in one dimension and at uniform temperature, and neither $D$ nor $b$ is computed from scattering. The electrons are treated as independent, and any interaction between them enters only through the common shift $U$. A band integral replaced by a quadrature sum with positive weights fits the theorems, but its continuum limit is a separate matter. The step left to physical judgement is the use of this $D$ in a device under bias, where a local quasi-Fermi level replaces the uniform $\mu$.

## How the Lean proofs match the derivation

`fermi_bounds` and `one_sub_fermi` supply $0 < f < 1$ and the formula for $1 - f$. In `hasDerivAt_fermi`, `h1` differentiates the denominator, `h2` applies the quotient rule, and the closing rewrite turns the result into $\beta f(1 - f)$. `hasDerivAt_density` sums these derivatives over the levels.

In `density_div_deriv_gt`, `h0` is $n' > 0$ and `h1` is $n' < \beta n$. The `nlinarith` call compares the two sums term by term, using $g_i f_i^2 > 0$. Clearing denominators with `div_lt_div_iff₀` then gives the bound on the ratio.

In `density_div_deriv_le`, `hX` is $A E_i \ge 1$, `hkey` is $(1 + A)(1 - f_i) \ge 1$, and `hs` is the weighted sum. `tendsto_classical` takes $e_0$ to be the lowest level, found by `Finite.exists_min`, and squeezes the ratio between the two bounds.

`fermi_shift` exchanges a shift of the level for a shift of $\mu$. In `flux_eq_zero_iff`, `hfun` uses it to write the local density as $n$ evaluated at $\mu - U(y)$, and `hd` is the chain rule. One direction of the equivalence cancels the nonzero force with `mul_right_cancel₀`; the other multiplies by it. `diffusion_gt_classical` inserts the resulting $D$ and multiplies $kT < n/n'$ by $b$.
